# The sum over states solves the Sternheimer equation for a non-degenerate level in finite dimension

Let $H$ have a finite orthonormal eigenbasis $\psi_m$ with real energies $\varepsilon_m$, and let $\varepsilon_n$ differ from every other $\varepsilon_m$. For any linear operator $V$, the vector

$$u=-\sum_{m\neq n}\psi_m\,\frac{\langle\psi_m,V\psi_n\rangle}{\varepsilon_m-\varepsilon_n}$$

is orthogonal to $\psi_n$ and satisfies

$$(H-\varepsilon_n)\,u=-Q\,V\psi_n,\qquad Qx=x-\langle\psi_n,x\rangle\,\psi_n .$$

It is the only vector with both properties.

## First-order response of an eigenstate

Perturb $H$ to $H+\lambda V$ with a small real parameter $\lambda$ and symmetric $V$, and expand the eigenstate that starts at $\psi_n$ as $\psi_n+\lambda u+\dots$, with energy $\varepsilon_n+\lambda E_1+\dots$. The terms linear in $\lambda$ give

$$(H-\varepsilon_n)u=-(V-E_1)\psi_n .$$

The inner product with $\psi_n$ makes the left side vanish, so $E_1=\langle\psi_n,V\psi_n\rangle$. The right side is then $-QV\psi_n$, and this is the Sternheimer equation. Adding a multiple of $\psi_n$ to $u$ does not change the left side, so the condition $\langle\psi_n,u\rangle=0$ is used to select one solution.

Linear-response codes can solve this equation iteratively and so avoid a sum over many empty states. For a single non-degenerate state and a fixed $V$ in a finite basis, the result says that both routes give the same vector.

## Derivation by components

Write $V_{mn}=\langle\psi_m,V\psi_n\rangle$. The inner product is linear in its second argument.

**The projected vector.** Completeness gives $x=\sum_m\langle\psi_m,x\rangle\psi_m$. Subtracting the term $m=n$ leaves

$$Qx=\sum_{m\neq n}\langle\psi_m,x\rangle\,\psi_m .$$

**The sum is a solution.** Each term of $u$ is a multiple of some $\psi_m$ with $m\neq n$, so $\langle\psi_n,u\rangle=0$. Since $(H-\varepsilon_n)\psi_m=(\varepsilon_m-\varepsilon_n)\psi_m$,

$$(H-\varepsilon_n)u=-\sum_{m\neq n}\frac{V_{mn}}{\varepsilon_m-\varepsilon_n}(\varepsilon_m-\varepsilon_n)\psi_m=-\sum_{m\neq n}V_{mn}\psi_m=-QV\psi_n .$$

**Components of any solution.** Let $w$ solve the same equation. Expanding $w=\sum_k\langle\psi_k,w\rangle\psi_k$ and applying $H$ gives $\langle\psi_m,Hw\rangle=\varepsilon_m\langle\psi_m,w\rangle$. For $m\neq n$, orthogonality also gives $\langle\psi_m,QV\psi_n\rangle=V_{mn}$. The inner product of the equation with $\psi_m$ is therefore

$$(\varepsilon_m-\varepsilon_n)\langle\psi_m,w\rangle=-V_{mn}.$$

**Uniqueness.** If $\varepsilon_m\neq\varepsilon_n$ for all $m\neq n$, this fixes every component of $w$ except the one along $\psi_n$. The condition $\langle\psi_n,w\rangle=0$ fixes that one, and so $w=u$.

**Degenerate partners.** If $\varepsilon_m=\varepsilon_n$ for some $m\neq n$, the left side is zero. When $V_{mn}\neq0$ this is a contradiction, and the equation has no solution.

**Second-order energy.** For symmetric $V$,

$$\langle\psi_n,Vu\rangle=\langle V\psi_n,u\rangle=-\sum_{m\neq n}\frac{V_{mn}}{\varepsilon_m-\varepsilon_n}\langle V\psi_n,\psi_m\rangle=-\sum_{m\neq n}\frac{|V_{mn}|^2}{\varepsilon_m-\varepsilon_n},$$

because $\langle V\psi_n,\psi_m\rangle=\overline{V_{mn}}$. In perturbation theory this number is the coefficient of $\lambda^2$ in the energy.

## Three levels in numbers

Take $H=\mathrm{diag}(0,1,4)$ with basis vectors $e_0,e_1,e_2$, and let $n=1$ be the middle level. Let $V$ be real and symmetric with $Ve_1=(2,5,3)$. Then

$$u=-\frac{2}{0-1}\,e_0-\frac{3}{4-1}\,e_2=(2,0,-1).$$

Applying $H-1=\mathrm{diag}(-1,0,3)$ gives $(-2,0,-3)$, which is $-Q(2,5,3)$. The diagonal element $5$ has no effect on $u$. The second-order energy is $2\cdot2+3\cdot(-1)=1$. The lower level contributes $+4$ and the upper level $-3$.

## The same argument at a finite frequency

Replace $\varepsilon_n$ on the left of the equation by $\varepsilon_n+\omega$, where $\omega$ is a real frequency in energy units with $\varepsilon_m-\varepsilon_n-\omega\neq0$ for all $m\neq n$. The termwise cancellation and the comparison of components work as before, and the only solution orthogonal to $\psi_n$ is

$$-\sum_{m\neq n}\psi_m\,\frac{V_{mn}}{\varepsilon_m-\varepsilon_n-\omega}.$$

The Lean code below treats only the static case $\omega=0$.

## States, operators and hypotheses in Lean

The state space `E` is a complex inner product space, and `ψ : OrthonormalBasis ι ℂ E` is a complete set of normalised states labelled by a finite type `ι`. The space is therefore finite-dimensional. Continuous spectra and unbounded operators are not covered.

`H` and `V` are linear maps on `E`. The hypothesis `hH` states $H\psi_m=\varepsilon_m\psi_m$ with `ε : ι → ℝ`. The eigenbasis is thus given and not constructed by diagonalisation. Together with the real energies it makes $H$ a Hermitian operator. `V` is arbitrary until `second_order_energy`, where `V.IsSymmetric` expresses that the perturbation is Hermitian.

The hypothesis `hgap` says that level $n$ is non-degenerate. The other levels may coincide among themselves. If there is only one state, the sum is empty and $u=0$, in agreement with $QV\psi_n=0$.

`projectOut (ψ n) x` is $Qx$, and `sumOverStates ψ ε V n` is $u$, with `univ.erase n` as the set of all $m\neq n$. The Sternheimer equation appears with $(H-\varepsilon_n)w$ written out as `H w - (ε n : ℂ) • w`. The central theorems read as follows:

- `sumOverStates_solves`: under `hH` and `hgap`, $u$ is orthogonal to $\psi_n$ and solves the equation.
- `eq_sumOverStates`: under the same two hypotheses, any solution orthogonal to $\psi_n$ equals $u$.
- `no_solution_of_degenerate`: if a different state $m$ has the energy of $n$ and $V_{mn}\neq0$, no vector `w` solves the equation.
- `second_order_energy`: under `hH` and `hgap` and for symmetric `V`, the orthogonal solution `w` gives $\langle\psi_n,Vw\rangle$ as the real sum above.

The theorems begin with the Sternheimer equation. The expansion in $\lambda$ that leads to it, and the reading of $\langle\psi_n,Vw\rangle$ as an energy coefficient, belong to the physics around them. $V$ is fixed, so a self-consistent potential that responds to the orbitals is not included, and $Q$ removes one state and not a whole occupied subspace.

```lean
import Mathlib

open Finset

namespace SternheimerSumOverStates

noncomputable section

variable {ι E : Type*} [Fintype ι] [NormedAddCommGroup E] [InnerProductSpace ℂ E]

/-- The operator `Q = 1 - |φ⟩⟨φ|` applied to `x`, for a unit vector `φ`: it removes from `x`
the component along `φ`. -/
def projectOut (φ x : E) : E := x - inner ℂ φ x • φ

/-- In an orthonormal eigenbasis of `H`, the component of `H x` along `ψ m` is the energy `ε m`
times the component of `x`. -/
theorem inner_hamiltonian (ψ : OrthonormalBasis ι ℂ E) {H : E →ₗ[ℂ] E} {ε : ι → ℝ}
    (hH : ∀ m, H (ψ m) = (ε m : ℂ) • ψ m) (m : ι) (x : E) :
    inner ℂ (ψ m) (H x) = (ε m : ℂ) * inner ℂ (ψ m) x := by
  -- expand `x` in the eigenbasis and let `H` act on each term
  have hx : H x = ∑ k, (inner ℂ (ψ k) x * (ε k : ℂ)) • ψ k := by
    conv_lhs => rw [← ψ.sum_repr' x]
    rw [map_sum]
    exact sum_congr rfl fun k _ => by rw [map_smul, hH, smul_smul]
  rw [hx]
  exact (ψ.orthonormal.inner_right_fintype
    (fun k => inner ℂ (ψ k) x * (ε k : ℂ)) m).trans (mul_comm _ _)

/-- Every solution `w` of the Sternheimer equation for state `n` satisfies
`(ε m - ε n) ⟨ψ m, w⟩ = -⟨ψ m, V ψ n⟩` for each other eigenstate `m` of the orthonormal
eigenbasis. -/
theorem sternheimer_component (ψ : OrthonormalBasis ι ℂ E) {H V : E →ₗ[ℂ] E} {ε : ι → ℝ}
    (hH : ∀ m, H (ψ m) = (ε m : ℂ) • ψ m) {m n : ι} (hmn : m ≠ n) {w : E}
    (hw : H w - (ε n : ℂ) • w = -projectOut (ψ n) (V (ψ n))) :
    ((ε m : ℂ) - ε n) * inner ℂ (ψ m) w = -inner ℂ (ψ m) (V (ψ n)) := by
  have h0 : inner ℂ (ψ m) (ψ n) = 0 := ψ.orthonormal.2 hmn
  have h := congrArg (fun x => inner ℂ (ψ m) x) hw
  simp only [projectOut, inner_sub_right, inner_neg_right, inner_smul_right,
    inner_hamiltonian ψ hH, h0, mul_zero, sub_zero] at h
  linear_combination h

/-- If another eigenstate `m` of the orthonormal eigenbasis of `H` has the same energy as `n` and
`V` couples the two, the Sternheimer equation for state `n` has no solution. -/
theorem no_solution_of_degenerate (ψ : OrthonormalBasis ι ℂ E) {H V : E →ₗ[ℂ] E} {ε : ι → ℝ}
    (hH : ∀ m, H (ψ m) = (ε m : ℂ) • ψ m) {m n : ι} (hmn : m ≠ n) (hdeg : ε m = ε n)
    (hV : inner ℂ (ψ m) (V (ψ n)) ≠ 0) (w : E) :
    H w - (ε n : ℂ) • w ≠ -projectOut (ψ n) (V (ψ n)) := by
  intro hw
  have h := sternheimer_component ψ hH hmn hw
  rw [hdeg, sub_self, zero_mul] at h
  exact hV (neg_eq_zero.mp h.symm)

variable [DecidableEq ι]

/-- The sum over states `-∑_{m ≠ n} ψ m ⟨ψ m, V ψ n⟩ / (ε m - ε n)`, for a level `ε n` that
differs from all other `ε m`. -/
def sumOverStates (ψ : OrthonormalBasis ι ℂ E) (ε : ι → ℝ) (V : E →ₗ[ℂ] E) (n : ι) : E :=
  -∑ m ∈ univ.erase n, (inner ℂ (ψ m) (V (ψ n)) / ((ε m : ℂ) - ε n)) • ψ m

/-- Completeness: removing the component along `ψ n` leaves the expansion over all other
states of the orthonormal basis. -/
theorem projectOut_eq_sum (ψ : OrthonormalBasis ι ℂ E) (n : ι) (x : E) :
    projectOut (ψ n) x = ∑ m ∈ univ.erase n, inner ℂ (ψ m) x • ψ m := by
  have h := (add_sum_erase univ (fun m => inner ℂ (ψ m) x • ψ m) (mem_univ n)).trans
    (ψ.sum_repr' x)
  exact sub_eq_iff_eq_add'.mpr h.symm

/-- For a level `ε n` that differs from all others in an orthonormal eigenbasis of `H`, the sum
over states `u` is orthogonal to `ψ n` and solves `(H - ε n) u = -Q V ψ n`. -/
theorem sumOverStates_solves (ψ : OrthonormalBasis ι ℂ E) {H : E →ₗ[ℂ] E} (V : E →ₗ[ℂ] E)
    {ε : ι → ℝ} (hH : ∀ m, H (ψ m) = (ε m : ℂ) • ψ m) {n : ι}
    (hgap : ∀ m, m ≠ n → ε m ≠ ε n) :
    inner ℂ (ψ n) (sumOverStates ψ ε V n) = 0 ∧
      H (sumOverStates ψ ε V n) - (ε n : ℂ) • sumOverStates ψ ε V n
        = -projectOut (ψ n) (V (ψ n)) := by
  constructor
  · -- each term of the sum is orthogonal to `ψ n`
    simp only [sumOverStates, inner_neg_right, inner_sum, inner_smul_right]
    rw [neg_eq_zero]
    refine sum_eq_zero fun m hm => ?_
    have h0 : inner ℂ (ψ n) (ψ m) = 0 := ψ.orthonormal.2 (ne_of_mem_erase hm).symm
    rw [h0, mul_zero]
  · -- `H - ε n` multiplies each term by its own energy denominator
    have key : H (∑ m ∈ univ.erase n,
          (inner ℂ (ψ m) (V (ψ n)) / ((ε m : ℂ) - ε n)) • ψ m)
        - (ε n : ℂ) • (∑ m ∈ univ.erase n,
          (inner ℂ (ψ m) (V (ψ n)) / ((ε m : ℂ) - ε n)) • ψ m)
        = projectOut (ψ n) (V (ψ n)) := by
      rw [projectOut_eq_sum, map_sum, smul_sum, ← sum_sub_distrib]
      refine sum_congr rfl fun m hm => ?_
      have hne : (ε m : ℂ) - ε n ≠ 0 :=
        sub_ne_zero.mpr (by exact_mod_cast hgap m (ne_of_mem_erase hm))
      rw [map_smul, hH, smul_smul, smul_smul, ← sub_smul, mul_comm (ε n : ℂ), ← mul_sub,
        div_mul_cancel₀ _ hne]
    rw [sumOverStates, map_neg, smul_neg, ← key]
    abel

/-- For a level `ε n` that differs from all others in an orthonormal eigenbasis of `H`, a solution
of the Sternheimer equation that is orthogonal to `ψ n` equals the sum over states. -/
theorem eq_sumOverStates (ψ : OrthonormalBasis ι ℂ E) {H V : E →ₗ[ℂ] E} {ε : ι → ℝ}
    (hH : ∀ m, H (ψ m) = (ε m : ℂ) • ψ m) {n : ι} (hgap : ∀ m, m ≠ n → ε m ≠ ε n) {w : E}
    (horth : inner ℂ (ψ n) w = 0)
    (hw : H w - (ε n : ℂ) • w = -projectOut (ψ n) (V (ψ n))) :
    w = sumOverStates ψ ε V n := by
  obtain ⟨uorth, hu⟩ := sumOverStates_solves ψ V hH hgap
  -- the two vectors have the same component along every eigenstate
  have h : ∀ m, inner ℂ (ψ m) w = inner ℂ (ψ m) (sumOverStates ψ ε V n) := by
    intro m
    by_cases hmn : m = n
    · rw [hmn, horth, uorth]
    · have hne : (ε m : ℂ) - ε n ≠ 0 := sub_ne_zero.mpr (by exact_mod_cast hgap m hmn)
      exact mul_left_cancel₀ hne ((sternheimer_component ψ hH hmn hw).trans
        (sternheimer_component ψ hH hmn hu).symm)
  calc w = ∑ m, inner ℂ (ψ m) w • ψ m := (ψ.sum_repr' w).symm
    _ = ∑ m, inner ℂ (ψ m) (sumOverStates ψ ε V n) • ψ m :=
        sum_congr rfl fun m _ => by rw [h m]
    _ = sumOverStates ψ ε V n := ψ.sum_repr' _

/-- For symmetric `V` and a level `ε n` that differs from all others in an orthonormal eigenbasis of
`H`, the solution `w` of the Sternheimer equation orthogonal to `ψ n` gives
`⟨ψ n, V w⟩ = -∑_{m ≠ n} |⟨ψ m, V ψ n⟩|² / (ε m - ε n)`. -/
theorem second_order_energy (ψ : OrthonormalBasis ι ℂ E) {H V : E →ₗ[ℂ] E} {ε : ι → ℝ}
    (hH : ∀ m, H (ψ m) = (ε m : ℂ) • ψ m) (hV : V.IsSymmetric) {n : ι}
    (hgap : ∀ m, m ≠ n → ε m ≠ ε n) {w : E} (horth : inner ℂ (ψ n) w = 0)
    (hw : H w - (ε n : ℂ) • w = -projectOut (ψ n) (V (ψ n))) :
    inner ℂ (ψ n) (V w) =
      ((-∑ m ∈ univ.erase n, ‖inner ℂ (ψ m) (V (ψ n))‖ ^ 2 / (ε m - ε n) : ℝ) : ℂ) := by
  rw [eq_sumOverStates ψ hH hgap horth hw, ← hV (ψ n)]
  simp only [sumOverStates, inner_neg_right, inner_sum, inner_smul_right]
  rw [Complex.ofReal_neg, Complex.ofReal_sum]
  congr 1
  refine sum_congr rfl fun m _ => ?_
  -- the two matrix elements are complex conjugates of each other
  rw [← inner_conj_symm (V (ψ n)) (ψ m), div_mul_eq_mul_div, Complex.mul_conj,
    Complex.normSq_eq_norm_sq, Complex.ofReal_div, Complex.ofReal_sub]

/-- The two-level Hamiltonian `diag(0, Δ)`. -/
def twoLevel (Δ : ℝ) : EuclideanSpace ℂ (Fin 2) →ₗ[ℂ] EuclideanSpace ℂ (Fin 2) where
  toFun x := !₂[0, (Δ : ℂ) * x 1]
  map_add' x y := by ext i; fin_cases i <;> simp [mul_add]
  map_smul' c x := by ext i; fin_cases i <;> simp [mul_left_comm]

/-- The perturbation that exchanges the two amplitudes of a two-level system. -/
def spinFlip : EuclideanSpace ℂ (Fin 2) →ₗ[ℂ] EuclideanSpace ℂ (Fin 2) where
  toFun x := !₂[x 1, x 0]
  map_add' x y := by ext i; fin_cases i <;> simp
  map_smul' c x := by ext i; fin_cases i <;> simp

/-- The two-level system with splitting `Δ ≠ 0` has the standard basis as eigenbasis and a
lower-index level distinct from the other; the spin flip is symmetric and couples the two states. -/
theorem twoLevel_witness {Δ : ℝ} (hΔ : Δ ≠ 0) :
    (∀ m, twoLevel Δ (EuclideanSpace.basisFun (Fin 2) ℂ m)
      = ((![0, Δ] m : ℝ) : ℂ) • EuclideanSpace.basisFun (Fin 2) ℂ m) ∧
    (∀ m : Fin 2, m ≠ 0 → ![0, Δ] m ≠ ![0, Δ] 0) ∧
    spinFlip.IsSymmetric ∧
    inner ℂ (EuclideanSpace.basisFun (Fin 2) ℂ 1)
      (spinFlip (EuclideanSpace.basisFun (Fin 2) ℂ 0)) = 1 := by
  refine ⟨fun m => ?_, fun m hm => ?_, fun x y => ?_, ?_⟩
  · ext i
    fin_cases m <;> fin_cases i <;> simp [twoLevel]
  · fin_cases m
    · exact absurd rfl hm
    · simpa using hΔ
  · simp [spinFlip, PiLp.inner_apply, Fin.sum_univ_two, add_comm]
  · simp [spinFlip, PiLp.inner_apply]

end

end SternheimerSumOverStates
```

```lean
#print axioms SternheimerSumOverStates.no_solution_of_degenerate
-- 'SternheimerSumOverStates.no_solution_of_degenerate' depends on axioms: [propext, Classical.choice, Quot.sound]
#print axioms SternheimerSumOverStates.sumOverStates_solves
-- 'SternheimerSumOverStates.sumOverStates_solves' depends on axioms: [propext, Classical.choice, Quot.sound]
#print axioms SternheimerSumOverStates.second_order_energy
-- 'SternheimerSumOverStates.second_order_energy' depends on axioms: [propext, Classical.choice, Quot.sound]
```

## From components to the full vector

`inner_hamiltonian` proves $\langle\psi_m,Hx\rangle=\varepsilon_m\langle\psi_m,x\rangle$. It expands $x$ with `ψ.sum_repr'`, lets $H$ act on each term, and uses orthonormality to pick out the term $m$.

`sternheimer_component` takes the inner product of both sides of the equation with $\psi_m$, which is the `congrArg` step. The `simp only` call then inserts the previous lemma and $\langle\psi_m,\psi_n\rangle=0$, and `linear_combination h` rearranges the outcome into the component equation. In `no_solution_of_degenerate`, equal energies turn the left side of that equation into zero, which contradicts the non-zero coupling.

`projectOut_eq_sum` is the completeness step: `add_sum_erase` separates the term $n$ from the full expansion.

The first half of `sumOverStates_solves` shows that each term of the sum is orthogonal to $\psi_n$. In the second half, `key` is the calculation for $-u$, the sum without its overall minus sign. It expands $QV\psi_n$, compares the two sums term by term, and cancels each denominator with `div_mul_cancel₀`. That cancellation needs $\varepsilon_m-\varepsilon_n\neq0$, and `hgap` supplies it. The closing lines restore the sign.

`eq_sumOverStates` compares the components of $w$ and $u$. For $m=n$ both vanish. For $m\neq n$ both obey the component equation, and `mul_left_cancel₀` removes the common non-zero factor $\varepsilon_m-\varepsilon_n$. The `calc` block rebuilds the vectors from their equal components.

`second_order_energy` first replaces $w$ by the explicit sum, then uses symmetry to move $V$ onto $\psi_n$. The lemma `inner_conj_symm` identifies the second matrix element as the conjugate of the first, and `Complex.mul_conj` turns their product into a squared modulus.

## A two-level system that meets the conditions

`twoLevel Δ` is $\mathrm{diag}(0,\Delta)$, and `spinFlip` exchanges the two amplitudes. For $\Delta\neq0$, `twoLevel_witness` checks the eigenvalue relation, the gap condition for $n=0$, the symmetry of the perturbation and the coupling $V_{10}=1$. The proof goes through the indices and components one by one. The hypotheses of the response theorems are thus met by a system with a non-zero response: the formula gives $u=-e_1/\Delta$ and the second-order energy $-1/\Delta$.
